# The Spin Part of the One-Photon Annihilation Contact Operator Is Proportional to the Triplet Projector

An electron and a positron at the same point can annihilate into a virtual photon, which then recreates a pair. At the order of the leading relativistic corrections to positronium, this adds a contact term to the two-body Breit Hamiltonian. Which spin states of the pair does it act on, and with what weight?

Label the product basis by $|ab\rangle$, where $a$ is the electron spin, $b$ is the positron spin, and $0$ and $1$ stand for up and down. Let $k=0,1,2$ number the Pauli matrices $\sigma_x,\sigma_y,\sigma_z$, and let $\varepsilon=i\sigma_y$. Reading the matrix $\sigma_k\varepsilon$ as a two-spin vector gives $v_k(a,b)=(\sigma_k\varepsilon)_{ab}$. The contact term is a spatial part times a spin part, and a constant can be moved from one to the other. With the scale set by these vectors, the spin part is

$$
A=\sum_k v_kv_k^\dagger=\frac{3+\boldsymbol\sigma_1\cdot\boldsymbol\sigma_2}{2}=\mathbf S\cdot\mathbf S=2P_t .
$$

The subscripts on the bold $\boldsymbol\sigma$ name the two particles, $\mathbf S$ is the total spin in units of $\hbar$, and $P_t$ projects onto the triplet. The operator gives zero on the singlet and 2 on every triplet state.

## Applying the operator in a positronium code

In a positronium calculation that includes the leading one-photon contact term, the identity lets a code skip that term in the singlet block and multiply its spatial part by 2 in the triplet block. The factor 2 belongs to the scale of $A$ chosen above: if the spin part is written as $3+\boldsymbol\sigma_1\cdot\boldsymbol\sigma_2$ instead, the factor is 4 and the spatial part is half as large. In a product basis no spin matrix need be stored, because

$$
(A\psi)(a,b)=\psi(a,b)+\psi(b,a).
$$

For code that does store the matrix, the order $00,01,10,11$ gives

$$
A=\begin{pmatrix}2&0&0&0\\0&1&1&0\\0&1&1&0\\0&0&0&2\end{pmatrix}.
$$

## From outer products to spin exchange

Multiplying the matrices gives

$$
v_0=-|00\rangle+|11\rangle,\qquad
v_1=i(|00\rangle+|11\rangle),\qquad
v_2=|01\rangle+|10\rangle .
$$

These vectors are mutually orthogonal, and each has squared norm 2. The normalised vectors are $v_k/\sqrt2$, so $A$ is twice the sum of three orthogonal rank-one projectors.

To identify their span, add the outer products. On $|00\rangle,|11\rangle$, the first two contribute

$$
\begin{pmatrix}1&-1\\-1&1\end{pmatrix}+
\begin{pmatrix}1&1\\1&1\end{pmatrix}=
\begin{pmatrix}2&0\\0&2\end{pmatrix}.
$$

On $|01\rangle,|10\rangle$, the third contributes a block with all entries equal to 1. Let $X|ab\rangle=|ba\rangle$ be the spin exchange. The two blocks together are $A=1+X$.

Define $P_t=(1+X)/2$. Since $X$ is Hermitian and $X^2=1$, $P_t$ is Hermitian and

$$
P_t^2=\frac{1+2X+X^2}{4}=\frac{1+X}{2}=P_t .
$$

Hence $A=2P_t$.

For $\boldsymbol\sigma_1\cdot\boldsymbol\sigma_2$, let $\sigma_k\otimes\sigma_k$ act on the basis and sum over $k$:

$$
\begin{aligned}
|00\rangle&\mapsto|11\rangle-|11\rangle+|00\rangle=|00\rangle,\\
|11\rangle&\mapsto|11\rangle,\\
|01\rangle&\mapsto2|10\rangle-|01\rangle,\\
|10\rangle&\mapsto2|01\rangle-|10\rangle .
\end{aligned}
$$

In the first two lines the $x$ and $y$ terms cancel and the $z$ term remains; in the last two the $x$ and $y$ terms add. Thus $\boldsymbol\sigma_1\cdot\boldsymbol\sigma_2=2X-1$, and $(3+\boldsymbol\sigma_1\cdot\boldsymbol\sigma_2)/2=1+X=A$. This is a single Fierz rearrangement, for the vector channel of two-component spinors.

The total spin has components $S_k=(\sigma_k\otimes1+1\otimes\sigma_k)/2$. Because $\sigma_k^2=1$,

$$
S_k^2=\frac{1+1+2\,\sigma_k\otimes\sigma_k}{4}
=\frac{1+\sigma_k\otimes\sigma_k}{2},
$$

and summing over the three components gives $\mathbf S\cdot\mathbf S=(3+\boldsymbol\sigma_1\cdot\boldsymbol\sigma_2)/2$.

The eigenspaces follow from the exchange formula. If $A\psi=0$, then $\psi(a,b)=-\psi(b,a)$, so $\psi(0,0)=\psi(1,1)=0$ and $\psi(1,0)=-\psi(0,1)$. Therefore $\psi=\psi(0,1)\,s$ with $s=|01\rangle-|10\rangle$; the normalised singlet is $s/\sqrt2$. Conversely, $As=0$. The equation $A\psi=2\psi$ reads $\psi(b,a)=\psi(a,b)$, which is exchange symmetry.

Finally, exchanging two spins before or after the same matrix $U$ acts on both gives the same result, so $X(U\otimes U)=(U\otimes U)X$ and $A$ commutes with $U\otimes U$.

## The Lean file

```lean
import Mathlib

open Matrix
open scoped Kronecker

namespace AnnihilationContact

noncomputable section

/-- Labels of the product basis of two spins 1/2. -/
abbrev Pair := Fin 2 × Fin 2

/-- The three Pauli matrices. -/
def pauli : Fin 3 → Matrix (Fin 2) (Fin 2) ℂ :=
  ![!![0, 1; 1, 0], !![0, -Complex.I; Complex.I, 0], !![1, 0; 0, -1]]

/-- The matrix `ε = i σ_y`. -/
def eps : Matrix (Fin 2) (Fin 2) ℂ := Complex.I • pauli 1

/-- The matrix `σ_k ε` read as a vector of the two-spin space. -/
def pairVector (k : Fin 3) : Pair → ℂ := fun p => (pauli k * eps) p.1 p.2

/-- The spin part of the one-photon annihilation contact operator, `∑ₖ v_k v_k†`. -/
def annihilation : Matrix Pair Pair ℂ :=
  ∑ k, vecMulVec (pairVector k) (star (pairVector k))

/-- The scalar product `σ₁·σ₂` of the two spins. -/
def spinDot : Matrix Pair Pair ℂ := ∑ k, pauli k ⊗ₖ pauli k

/-- The component `S_k = (σ₁ₖ + σ₂ₖ)/2` of the total spin. -/
def totalSpin (k : Fin 3) : Matrix Pair Pair ℂ :=
  (1 / 2 : ℂ) • (pauli k ⊗ₖ (1 : Matrix (Fin 2) (Fin 2) ℂ) +
    (1 : Matrix (Fin 2) (Fin 2) ℂ) ⊗ₖ pauli k)

/-- The triplet projector: half the sum of the identity and the exchange of the two spins. -/
def tripletProjector : Matrix Pair Pair ℂ :=
  Matrix.of fun p q => ((if p = q then 1 else 0) + (if p = q.swap then 1 else 0)) / 2

/-- The unnormalised singlet state, with the entries of `ε` as amplitudes. -/
def singlet : Pair → ℂ := fun p => eps p.1 p.2

/-- The explicit form of `ε = i σ_y`. -/
theorem eps_eq : eps = !![0, 1; -1, 0] := by
  ext i j
  fin_cases i <;> fin_cases j <;> simp [eps, pauli]

/-- The vectors `v_k` are mutually orthogonal and each has squared norm 2. -/
theorem pairVector_orthogonal (j k : Fin 3) :
    star (pairVector j) ⬝ᵥ pairVector k = if j = k then 2 else 0 := by
  fin_cases j <;> fin_cases k <;>
    simp [pairVector, eps_eq, pauli, dotProduct, Fintype.sum_prod_type,
      Matrix.mul_apply, Fin.sum_univ_two] <;> try norm_num

/-- The triplet projector is Hermitian and idempotent. -/
theorem tripletProjector_isProjector :
    tripletProjectorᴴ = tripletProjector ∧
      tripletProjector * tripletProjector = tripletProjector := by
  constructor
  · ext ⟨a, b⟩ ⟨c, d⟩
    fin_cases a <;> fin_cases b <;> fin_cases c <;> fin_cases d <;>
      simp [tripletProjector, Matrix.conjTranspose_apply]
  · ext ⟨a, b⟩ ⟨c, d⟩
    fin_cases a <;> fin_cases b <;> fin_cases c <;> fin_cases d <;>
      simp [tripletProjector, Matrix.mul_apply, Fintype.sum_prod_type,
        Fin.sum_univ_two] <;> try norm_num

/-- The triplet projector averages a spin state with its exchanged partner. -/
theorem tripletProjector_mulVec (ψ : Pair → ℂ) (a b : Fin 2) :
    (tripletProjector *ᵥ ψ) (a, b) = (ψ (a, b) + ψ (b, a)) / 2 := by
  fin_cases a <;> fin_cases b <;>
    simp [tripletProjector, Matrix.mulVec, dotProduct, Fintype.sum_prod_type,
      Fin.sum_univ_two] <;> try ring

/-- The square of the total spin of two spins 1/2 is `(3 + σ₁·σ₂)/2`. -/
theorem totalSpin_sq :
    ∑ k, totalSpin k * totalSpin k = (1 / 2 : ℂ) • ((3 : ℂ) • 1 + spinDot) := by
  -- each Pauli matrix squares to one
  have hsq : ∀ k, pauli k * pauli k = 1 := by
    intro k
    ext i j
    fin_cases k <;> fin_cases i <;> fin_cases j <;>
      simp [pauli, Matrix.mul_apply, Fin.sum_univ_two]
  -- so only the cross terms of each squared component carry spin dependence
  have hk : ∀ k, totalSpin k * totalSpin k =
      (1 / 2 : ℂ) • (1 + pauli k ⊗ₖ pauli k) := by
    intro k
    simp only [totalSpin, smul_mul_smul_comm, add_mul, mul_add,
      ← Matrix.mul_kronecker_mul, hsq, one_mul, mul_one, Matrix.one_kronecker_one]
    module
  simp only [hk, spinDot, Fin.sum_univ_three]
  module

/-- The annihilation contact operator is twice the triplet projector. -/
theorem annihilation_eq_two_triplet : annihilation = (2 : ℂ) • tripletProjector := by
  ext ⟨a, b⟩ ⟨c, d⟩
  fin_cases a <;> fin_cases b <;> fin_cases c <;> fin_cases d <;>
    simp [annihilation, tripletProjector, Matrix.sum_apply, vecMulVec_apply, pairVector,
      eps_eq, pauli, Matrix.mul_apply, Fin.sum_univ_two, Fin.sum_univ_three] <;>
    try norm_num

/-- Fierz identity for the annihilation contact operator: `∑ₖ v_k v_k†` equals
`(3 + σ₁·σ₂)/2`, the squared total spin, and twice the triplet projector. -/
theorem annihilation_fierz :
    annihilation = (1 / 2 : ℂ) • ((3 : ℂ) • 1 + spinDot) ∧
    annihilation = ∑ k, totalSpin k * totalSpin k ∧
    annihilation = (2 : ℂ) • tripletProjector := by
  have h : annihilation = (1 / 2 : ℂ) • ((3 : ℂ) • 1 + spinDot) := by
    rw [annihilation_eq_two_triplet]
    -- compare the sixteen matrix elements
    ext ⟨a, b⟩ ⟨c, d⟩
    fin_cases a <;> fin_cases b <;> fin_cases c <;> fin_cases d <;>
      simp [tripletProjector, spinDot, pauli, Fin.sum_univ_three] <;> try norm_num
  exact ⟨h, h.trans totalSpin_sq.symm, annihilation_eq_two_triplet⟩

/-- The annihilation contact operator adds to a spin state its exchanged partner. -/
theorem annihilation_mulVec (ψ : Pair → ℂ) (a b : Fin 2) :
    (annihilation *ᵥ ψ) (a, b) = ψ (a, b) + ψ (b, a) := by
  rw [annihilation_eq_two_triplet, Matrix.smul_mulVec, Pi.smul_apply,
    tripletProjector_mulVec, smul_eq_mul]
  ring

/-- The states annihilated by the contact operator are exactly the multiples of the singlet. -/
theorem annihilation_eq_zero_iff (ψ : Pair → ℂ) :
    annihilation *ᵥ ψ = 0 ↔ ∃ c : ℂ, ψ = c • singlet := by
  constructor
  · intro h
    have hab : ∀ a b, ψ (a, b) + ψ (b, a) = 0 := fun a b => by
      rw [← annihilation_mulVec, h, Pi.zero_apply]
    -- antisymmetry leaves a single free amplitude
    have h00 : ψ (0, 0) = 0 := by linear_combination (1 / 2 : ℂ) * hab 0 0
    have h11 : ψ (1, 1) = 0 := by linear_combination (1 / 2 : ℂ) * hab 1 1
    have h10 : ψ (1, 0) = -ψ (0, 1) := by linear_combination hab 1 0
    refine ⟨ψ (0, 1), ?_⟩
    ext ⟨a, b⟩
    fin_cases a <;> fin_cases b <;> simp [singlet, eps_eq, h00, h11, h10]
  · rintro ⟨c, rfl⟩
    ext ⟨a, b⟩
    rw [annihilation_mulVec]
    fin_cases a <;> fin_cases b <;> simp [singlet, eps_eq]

/-- The contact operator has the value 2 on a spin state exactly when the state is symmetric
under exchange of the two spins. -/
theorem annihilation_eq_two_iff (ψ : Pair → ℂ) :
    annihilation *ᵥ ψ = (2 : ℂ) • ψ ↔ ∀ a b, ψ (a, b) = ψ (b, a) := by
  constructor
  · intro h a b
    have hab := congrFun h (a, b)
    rw [annihilation_mulVec, Pi.smul_apply, smul_eq_mul] at hab
    linear_combination -hab
  · intro h
    ext ⟨a, b⟩
    rw [annihilation_mulVec, Pi.smul_apply, smul_eq_mul]
    linear_combination -h a b

/-- The contact operator commutes with every transformation `U ⊗ U` that acts alike on
both spins. -/
theorem annihilation_commute (U : Matrix (Fin 2) (Fin 2) ℂ) :
    annihilation * (U ⊗ₖ U) = (U ⊗ₖ U) * annihilation := by
  rw [annihilation_eq_two_triplet]
  ext ⟨a, b⟩ ⟨c, d⟩
  fin_cases a <;> fin_cases b <;> fin_cases c <;> fin_cases d <;>
    simp [tripletProjector, Matrix.mul_apply, Fintype.sum_prod_type,
      Fin.sum_univ_two] <;> try ring

end

end AnnihilationContact
```

```lean
#print axioms AnnihilationContact.annihilation_eq_two_triplet
#print axioms AnnihilationContact.annihilation_eq_zero_iff
#print axioms AnnihilationContact.annihilation_eq_two_iff
#print axioms AnnihilationContact.annihilation_commute
```

```
'AnnihilationContact.annihilation_eq_two_triplet' depends on axioms: [propext, Classical.choice, Quot.sound]
'AnnihilationContact.annihilation_eq_zero_iff' depends on axioms: [propext, Classical.choice, Quot.sound]
'AnnihilationContact.annihilation_eq_two_iff' depends on axioms: [propext, Classical.choice, Quot.sound]
'AnnihilationContact.annihilation_commute' depends on axioms: [propext, Classical.choice, Quot.sound]
```

## How the Lean objects represent the spins

A state is a function `Pair → ℂ`, whose two labels are the electron and positron spins. It need not be normalised. The matrices `pauli 0`, `pauli 1` and `pauli 2` are $\sigma_x,\sigma_y,\sigma_z$. The vector `pairVector k` is $v_k$, `vecMulVec` forms the outer product, and `⊗ₖ` is the Kronecker product that places one matrix on each spin.

`tripletProjector` is defined through exchange alone, without reference to the vectors $v_k$ or to $\mathbf S$. The theorem `annihilation_fierz` therefore equates separately defined operators. `annihilation_eq_zero_iff` says that the kernel consists exactly of the complex multiples of `singlet`, and `annihilation_eq_two_iff` says that $A\psi=2\psi$ holds exactly for exchange-symmetric $\psi$.

## Sixteen matrix elements, checked exactly

The central proofs turn on a finite case split. In `annihilation_eq_two_triplet`, `ext ⟨a, b⟩ ⟨c, d⟩` replaces an equality of matrices by an equality of their entries. Four uses of `fin_cases` then set each spin label to 0 or 1, which leaves sixteen scalar equations. The connector `<;>` sends the next tactic to every case; `simp` expands the definitions, and `norm_num` finishes any remaining arithmetic. The numbers are exact complex numbers, so no rounding tolerance enters.

The same device gives the orthogonality of the $v_k$, the projector properties and the form with $\boldsymbol\sigma_1\cdot\boldsymbol\sigma_2$. In `annihilation_commute` the entries of $U$ stay symbolic and `ring` compares the resulting polynomials, so the result covers every $U$.

The other proofs follow the algebra above. `totalSpin_sq` first establishes $\sigma_k^2=1$, then expands each $S_k^2$ and adds the components. `tripletProjector_mulVec` obtains the average over exchange by checking the four choices of the two labels, and `annihilation_mulVec` doubles it. Both eigenspace theorems start from that formula, with `linear_combination` solving the equations between amplitudes.

## Common rotations and the limits of the spin model

The commutation theorem requires the same $U$ on both spins. With $\sigma_z$ on the electron and the identity on the positron,

$$
(\sigma_z\otimes1)s=|01\rangle+|10\rangle .
$$

Applying $A$ afterwards gives $2(|01\rangle+|10\rangle)$, while applying $A$ first gives zero. A code that rotates only one spin frame must therefore transform $A$ as well.

The form $\sum_kv_kv_k^\dagger$ is the definition from which the file starts. Physically, $k$ runs over the spatial components of the pair's current coupled to the virtual photon, and $\varepsilon$ comes from charge conjugation, which expresses the amplitude in terms of the positron's own spin. The derivation of this form from quantum electrodynamics, the coupling constant, the spatial delta function and higher-order corrections all lie beyond these theorems. A zero on the singlet concerns this one-photon term alone: singlet positronium can still decay into two photons.
